# For t ≠ 0, the Wronskian of the powers t^a is the product of exponent differences times a power of t

Q: I put $N$ electrons of equal spin into orbitals that depend on one coordinate, powers of $r$ times a shared exponential, and evaluate the Slater determinant at positions that lie close together. I get a tiny number. Perhaps two of my orbitals are the same function, or perhaps the electrons are merely close to each other, which makes any antisymmetric function small. The number alone doesn't tell me which.

A: Then separate the two causes. Take smooth orbitals $f_0,\dots,f_{N-1}$ and positions $t+hx_i$ with small $h$. Apart from a constant normalisation factor, the Taylor expansion of the Slater determinant begins with

$$h^{N(N-1)/2}\;\frac{\prod_{i<k}(x_k-x_i)}{\prod_i i!}\;W(t),\qquad W(t)=\det\big[f_j^{(i)}(t)\big]_{i,j=0}^{N-1}.$$

The first factors know only the relative positions. The last one, the Wronskian $W$, knows only the orbitals and the common point $t$. For the powers $f_j(t)=t^{a_j}$ with natural exponents $a_j$ and $t\neq0$ it has a closed form:

$$W(t)=\prod_{i<k}(a_k-a_i)\;t^{\,\sum_j a_j-N(N-1)/2}.$$

The Lean theorems concern $W$; the expansion that links it to the electrons is background that I have not formalised.

Q: Derive the closed form for me first.

A: Differentiating $t^{a}$ $i$ times gives

$$\frac{d^i}{dt^i}t^{a}=a(a-1)\cdots(a-i+1)\,t^{a-i}.$$

If $a$ is a natural number smaller than $i$, one of the factors is zero, as it should be. So the matrix entry in row $i$, column $j$ is

$$t^{-i}\cdot t^{a_j}\cdot F_{ij},\qquad F_{ij}=\prod_{m=0}^{i-1}(a_j-m).$$

The factor $t^{-i}$ is common to row $i$, and $t^{a_j}$ is common to column $j$. Pulling them all out gives

$$W(t)=t^{-\sum_i i}\;t^{\sum_j a_j}\;\det F,\qquad \sum_{i=0}^{N-1} i=\frac{N(N-1)}2 .$$

It remains to find $\det F$. Row $i$ of $F$ is a polynomial in $a_j$ with leading term $a_j^i$ and otherwise lower powers. Work downwards from row 0, which is all ones. Once the rows above row $i$ have been reduced to pure powers, subtracting multiples of them leaves $a_j^i$ in row $i$. These operations don't change the determinant, so $\det F=\det[a_j^i]$, which is the Vandermonde determinant $\prod_{i<k}(a_k-a_i)$.

Q: Fine. Now, what does Lean take a Wronskian to be?

A: The same determinant, for a family `f` of $N$ real functions and a real point `t`.

```lean
import Mathlib

open Finset

namespace MonomialWronskian

noncomputable section

/-- The Wronskian of `N` real orbitals at the point `t`: the determinant whose rows are the
derivatives of order `0` to `N - 1` and whose columns are the orbitals. -/
def wronskian {N : ℕ} (f : Fin N → ℝ → ℝ) (t : ℝ) : ℝ :=
  (Matrix.of fun i j : Fin N => iteratedDeriv (i : ℕ) (f j) t).det
```

The type `Fin N` holds the labels $0,\dots,N-1$, and it serves both as the list of derivative orders and as the list of orbitals. Rows are derivatives and columns are orbitals; transposing would change nothing in the value. `iteratedDeriv` is the ordinary repeated derivative. The functions are real-valued, and no normalisation is imposed.

Q: And the determinant of falling factorials?

A: That is the first lemma, stated for arbitrary real numbers `x j`, not only for exponents.

```lean
/-- The determinant of the falling factorials `x (x - 1) ⋯ (x - i + 1)`, taken at `N` real
numbers `x j`, is the product of the differences of these numbers. -/
theorem det_fallingFactorial {N : ℕ} (x : Fin N → ℝ) :
    (Matrix.of fun i j : Fin N => ∏ m ∈ range (i : ℕ), (x j - (m : ℝ))).det
      = ∏ i, ∏ k ∈ Ioi i, (x k - x i) := by
  -- falling factorials are monic of degree `i`, so they may replace the plain powers
  have h := Matrix.det_eval_matrixOfPolynomials_eq_det_vandermonde x
    (fun i => descPochhammer ℝ (i : ℕ))
    (fun i => descPochhammer_natDegree ℝ (i : ℕ))
    (fun i => monic_descPochhammer ℝ (i : ℕ))
  rw [← Matrix.det_vandermonde, h, ← Matrix.det_transpose]
  congr 1
  ext i j
  simp [descPochhammer_eval_eq_prod_range]
```

The double product `∏ i, ∏ k ∈ Ioi i` runs over all pairs with $i<k$, since `Ioi i` is the set of labels above `i`.

Q: I see no row operations there.

A: They are packed into one Mathlib theorem, `Matrix.det_eval_matrixOfPolynomials_eq_det_vandermonde`, and it deserves a closer look. You give it the numbers $x_j$ and one polynomial $p_i$ for each label $i$, together with two certificates: $p_i$ has degree $i$, and $p_i$ is monic. It returns the equality between the Vandermonde determinant and the determinant of the values $p_i(x_j)$. The reduction to pure powers that I described above is thus done once, for every such family of polynomials.

Here the polynomials are `descPochhammer ℝ i`, which is Mathlib's name for $X(X-1)\cdots(X-i+1)$. Beware of the name if you know the Pochhammer symbol as the rising product. The two certificates are `descPochhammer_natDegree` and `monic_descPochhammer`. Mathlib's theorem puts the numbers along the rows and the polynomials along the columns, so the proof transposes once before comparing entries.

Q: What about collecting the powers of $t$?

A: Two small lemmas do the bookkeeping. The first adds exponents, by induction on the number of factors.

```lean
/-- A product of integer powers of a nonzero real number is the power with the summed
exponent. -/
theorem prod_zpow_eq {N : ℕ} {t : ℝ} (ht : t ≠ 0) (b : Fin N → ℤ) :
    ∏ j, t ^ b j = t ^ ∑ j, b j := by
  induction N with
  | zero => simp
  | succ n ih => rw [Fin.prod_univ_succ, Fin.sum_univ_succ, zpow_add₀ ht, ih]
```

The second adds the derivative orders. It proves by induction that twice the sum is $N(N-1)$, and only then divides by two.

```lean
/-- The derivative orders `0` to `N - 1` add up to `N (N - 1) / 2`. -/
theorem sum_orders (N : ℕ) :
    ∑ i : Fin N, ((i : ℕ) : ℤ) = (N : ℤ) * ((N : ℤ) - 1) / 2 := by
  have h : (∑ i : Fin N, ((i : ℕ) : ℤ)) * 2 = (N : ℤ) * ((N : ℤ) - 1) := by
    induction N with
    | zero => simp
    | succ n ih =>
      rw [Fin.sum_univ_castSucc]
      simp only [Fin.val_castSucc, Fin.val_last]
      push_cast
      linear_combination ih
  rw [← h, Int.mul_ediv_cancel _ (by norm_num)]
```

Q: Division by two among integers makes me suspicious. Doesn't Lean round?

A: It does in general, but $N(N-1)$ is always even, so nothing is lost here. The other risk would be subtraction among natural numbers, which Lean cuts off at zero. The exponent is therefore an integer, written with `ℤ`, and it may be negative.

Q: Can it really be negative for natural exponents?

A: Yes. Two constant orbitals, $a_0=a_1=0$, give the exponent $0-1=-1$. The prefactor $a_1-a_0$ is then zero, so the Wronskian is zero as well. For distinct natural exponents the sum is at least $0+1+\dots+(N-1)$, and the power is never negative.

The main computation is carried out for integer exponents, where negative powers are allowed from the start.

```lean
/-- For integer exponents `a j`, negative ones included, and `t ≠ 0`, the Wronskian of the
powers `t ^ a j` is the product of the exponent differences times `t` to the power
`∑ a j - N (N - 1) / 2`. -/
theorem wronskian_zpow {N : ℕ} (a : Fin N → ℤ) {t : ℝ} (ht : t ≠ 0) :
    wronskian (fun j r => r ^ a j) t
      = (∏ i, ∏ k ∈ Ioi i, ((a k : ℝ) - (a i : ℝ)))
        * t ^ ((∑ j, a j) - (N : ℤ) * ((N : ℤ) - 1) / 2) := by
  -- each entry is a row factor times a column factor times a falling factorial
  have hM : (Matrix.of fun i j : Fin N => iteratedDeriv (i : ℕ) (fun r : ℝ => r ^ a j) t)
      = Matrix.of fun i j : Fin N => t ^ (-((i : ℕ) : ℤ)) *
          (Matrix.of fun i j : Fin N => t ^ a j *
            (Matrix.of fun i j : Fin N =>
              ∏ m ∈ range (i : ℕ), ((a j : ℝ) - (m : ℝ))) i j) i j := by
    ext i j
    have hp : t ^ (a j - ((i : ℕ) : ℤ)) = t ^ a j * t ^ (-((i : ℕ) : ℤ)) := by
      rw [sub_eq_add_neg, zpow_add₀ ht]
    simp only [Matrix.of_apply]
    rw [iteratedDeriv_eq_iterate, iter_deriv_zpow, hp]
    ring
  -- collect the powers of `t`
  have hexp : t ^ ((∑ j, a j) - (N : ℤ) * ((N : ℤ) - 1) / 2)
      = t ^ (∑ j, a j) * t ^ (∑ i : Fin N, -((i : ℕ) : ℤ)) := by
    rw [← zpow_add₀ ht, sum_neg_distrib, sum_orders, ← sub_eq_add_neg]
  unfold wronskian
  rw [hM, Matrix.det_mul_column, Matrix.det_mul_row,
    det_fallingFactorial (fun j => (a j : ℝ)), hexp,
    prod_zpow_eq ht (fun i : Fin N => -((i : ℕ) : ℤ)), prod_zpow_eq ht a]
  ring
```

The step `hM` is the factorisation of each entry into $t^{-i}\,t^{a_j}F_{ij}$. It uses Mathlib's formula `iter_deriv_zpow` for the repeated derivative of an integer power, and the splitting of $t^{a_j-i}$ into two factors, which needs $t\neq0$. Then `Matrix.det_mul_column` takes out the factors $t^{-i}$, and `Matrix.det_mul_row` takes out the factors $t^{a_j}$. The lemma on falling factorials evaluates what is left, and `hexp` matches the collected powers with the exponent in the statement.

Q: So the theorem I asked about is a special case.

A: It is. Natural exponents are read as integers, and the two kinds of power agree.

```lean
/-- For natural exponents `a j` and `t ≠ 0`, the Wronskian of the monomial orbitals `t ^ a j`
is the product of the exponent differences times `t` to the integer power
`∑ a j - N (N - 1) / 2`. -/
theorem wronskian_monomial {N : ℕ} (a : Fin N → ℕ) {t : ℝ} (ht : t ≠ 0) :
    wronskian (fun j r => r ^ a j) t
      = (∏ i, ∏ k ∈ Ioi i, ((a k : ℝ) - (a i : ℝ)))
        * t ^ ((∑ j, (a j : ℤ)) - (N : ℤ) * ((N : ℤ) - 1) / 2) := by
  have h := wronskian_zpow (fun j => (a j : ℤ)) ht
  simpa only [zpow_natCast, Int.cast_natCast] using h
```

In words: for every number of orbitals `N`, every list `a` of natural exponents and every real $t\neq0$, negative $t$ included, the Wronskian equals the product of differences times the stated power.

Q: Try the smallest cases on me.

A: With no orbitals, the determinant of the empty matrix is 1, and the right-hand side is an empty product times $t^0$, also 1. With one orbital both sides are $t^{a_0}$. With two, the formula says $(a_1-a_0)\,t^{a_0+a_1-1}$. For $t$ and $t^3$ you can compare: $t\cdot3t^2-t^3\cdot1=2t^3$, and the formula gives $(3-1)\,t^{4-1}$.

There is also an extreme case for each $N$: the lowest possible distinct exponents, $a_j=j$. The power of $t$ disappears, and the Wronskian is the constant $\prod_{k=0}^{N-1}k!$.

Q: Back to my tiny number. When is the orbital factor zero?

A: At $t\neq0$, exactly when an exponent is repeated.

```lean
/-- At a point `t ≠ 0` the Wronskian of monomial orbitals is nonzero exactly when no two
orbitals have the same exponent. -/
theorem wronskian_monomial_ne_zero_iff {N : ℕ} (a : Fin N → ℕ) {t : ℝ} (ht : t ≠ 0) :
    wronskian (fun j r => r ^ a j) t ≠ 0 ↔ Function.Injective a := by
  have hv := Matrix.det_vandermonde (fun j => (a j : ℝ))
  rw [wronskian_monomial a ht, ← hv, mul_ne_zero_iff, Matrix.det_vandermonde_ne_zero_iff]
  constructor
  · rintro ⟨h, -⟩ i j hij
    exact h (by simp only [hij])
  · intro h
    exact ⟨fun i j hij => h (Nat.cast_injective hij), zpow_ne_zero _ ht⟩
```

`Function.Injective a` says that different labels carry different exponents. The proof turns the product of differences back into a Vandermonde determinant, for which Mathlib knows that it is nonzero exactly when the numbers are distinct. The remaining factor, a power of a nonzero $t$, is never zero.

At $t=0$ this equivalence fails already for a single orbital: $t^1$ vanishes there, although one exponent can't be repeated.

Q: My orbitals aren't bare powers, though. Powers of $r$ can't be normalised on the half-line. I have an exponential in each of them.

A: If it is the same exponential in all of them, it comes out as a factor. Let $g$ be the common function. The Leibniz rule reads

$$(f_jg)^{(i)}(t)=\sum_{k=0}^{i}\binom ik g^{(i-k)}(t)\,f_j^{(k)}(t).$$

This is a matrix product $L\,M$, where $M_{kj}=f_j^{(k)}(t)$ is the old Wronskian matrix and $L_{ik}=\binom ik g^{(i-k)}(t)$ for $k\le i$, with zeros above the diagonal. Each diagonal entry of $L$ is $g(t)$, so $\det L=g(t)^N$, and the new Wronskian is $g(t)^N$ times the old one.

```lean
/-- Multiplying `N` orbitals by a common factor `g` multiplies their Wronskian at `t` by
`g t ^ N`, if `g` and the orbitals are `N` times continuously differentiable at `t`. -/
theorem wronskian_mul_common {N : ℕ} (f : Fin N → ℝ → ℝ) (g : ℝ → ℝ) (t : ℝ)
    (hf : ∀ j, ContDiffAt ℝ N (f j) t) (hg : ContDiffAt ℝ N g t) :
    wronskian (fun j r => f j r * g r) t = g t ^ N * wronskian f t := by
  -- the Leibniz rule is multiplication by a lower triangular matrix
  let L : Matrix (Fin N) (Fin N) ℝ := Matrix.of fun i k =>
    ((i : ℕ).choose (k : ℕ) : ℝ) * iteratedDeriv ((i : ℕ) - (k : ℕ)) g t
  have hL : L.det = g t ^ N := by
    rw [Matrix.det_of_isLowerTriangular L]
    · simp [L]
    · intro i k hik
      have hlt : (i : ℕ) < (k : ℕ) := OrderDual.toDual_lt_toDual.mp hik
      simp [L, Nat.choose_eq_zero_of_lt hlt]
  have hM : (Matrix.of fun i j : Fin N => iteratedDeriv (i : ℕ) (fun r => f j r * g r) t)
      = L * Matrix.of fun i j : Fin N => iteratedDeriv (i : ℕ) (f j) t := by
    ext i j
    have hi : ((i : ℕ) : WithTop ℕ∞) ≤ (N : WithTop ℕ∞) := by exact_mod_cast i.2.le
    have hleib : iteratedDeriv (i : ℕ) (fun r => f j r * g r) t
        = ∑ k ∈ range ((i : ℕ) + 1), ((i : ℕ).choose k : ℝ) * iteratedDeriv k (f j) t
            * iteratedDeriv ((i : ℕ) - k) g t :=
      iteratedDeriv_mul ((hf j).of_le hi) (hg.of_le hi)
    simp only [L, Matrix.mul_apply, Matrix.of_apply]
    rw [hleib, Fin.sum_univ_eq_sum_range (fun k => ((i : ℕ).choose k : ℝ)
      * iteratedDeriv ((i : ℕ) - k) g t * iteratedDeriv k (f j) t) N]
    -- the binomial coefficients vanish beyond the order of the derivative
    rw [← sum_subset (range_subset_range.mpr (Nat.succ_le_of_lt i.2))]
    · exact sum_congr rfl fun k _ => by ring
    · intro k _ hk
      have hlt : (i : ℕ) < k := by
        rw [mem_range] at hk
        omega
      simp [Nat.choose_eq_zero_of_lt hlt]
  unfold wronskian
  rw [hM, Matrix.det_mul, hL]
```

The proof has the same three parts. `hL` computes the determinant of the triangular matrix, `hM` identifies the Leibniz rule with the matrix product, and the last line multiplies determinants. Most of the work in `hM` is a change of summation range: the matrix product sums over all $k<N$, the Leibniz rule only up to $i$, and the extra binomial coefficients are zero.

Q: What do the `ContDiffAt` hypotheses stand for physically?

A: Smoothness of the orbitals and of the envelope at the chosen point, with no cusp there. They ask for $N$ continuous derivatives, although only orders below $N$ enter the matrix. Lean assigns the derivative the value 0 where a function isn't differentiable, so without some smoothness the entries would not have their usual meaning.

Q: Then put the exponential in.

A: For Slater-type radial functions $r^{a_j}e^{-\zeta r}$ with one shared decay constant $\zeta$, the result is

$$W(t)=e^{-N\zeta t}\prod_{i<k}(a_k-a_i)\;t^{\,\sum_j a_j-N(N-1)/2}.$$

```lean
/-- The Wronskian at `t ≠ 0` of the Slater-type radial functions `r ^ a j * exp (-ζ r)` with a
common `ζ` is that of the monomials times `exp (-ζ t) ^ N`. -/
theorem wronskian_slaterType {N : ℕ} (a : Fin N → ℕ) (ζ : ℝ) {t : ℝ} (ht : t ≠ 0) :
    wronskian (fun j r => r ^ a j * Real.exp (-ζ * r)) t
      = Real.exp (-ζ * t) ^ N * ((∏ i, ∏ k ∈ Ioi i, ((a k : ℝ) - (a i : ℝ)))
        * t ^ ((∑ j, (a j : ℤ)) - (N : ℤ) * ((N : ℤ) - 1) / 2)) := by
  rw [← wronskian_monomial a ht]
  exact wronskian_mul_common (fun j r => r ^ a j) (fun r => Real.exp (-ζ * r)) t
    (fun j => by fun_prop) (by fun_prop)

end

end MonomialWronskian
```

The proof applies the common-factor theorem with $g(r)=e^{-\zeta r}$ and inserts the monomial formula; `fun_prop` supplies the smoothness. The constant $\zeta$ sets how fast the orbital decays. Lean allows any real value, while a bound orbital needs $\zeta>0$. The usual label is the principal quantum number $n$, with $a=n-1$.

Q: My functions are normalised. Yours aren't.

A: With the radial weight $r^2$, each function gets the constant

$$c_j=\frac{(2\zeta)^{a_j+3/2}}{\sqrt{(2a_j+2)!}} .$$

A constant in a column comes out of the determinant, so the normalised Wronskian is $\prod_j c_j$ times the one above. No $c_j$ is zero, so the criterion of distinct exponents is unaffected. The functions aren't orthogonal, though: all of them are positive for $r>0$, so they overlap. For distinct exponents the normalised Slater determinant therefore carries the constant $1/\sqrt{N!\,\det S}$, where $S$ is the overlap matrix of the normalised functions. If they are nearly linearly dependent, $\det S$ is small, and a determinant with only $1/\sqrt{N!}$ in front has a small norm.

Q: So what may I conclude about my electrons, and what not?

A: For a Slater-type basis in one radial coordinate with a single $\zeta$, the orbital factor at any $r>0$ is nonzero as long as the exponents differ, so a repeated orbital isn't the cause. Your tiny number then comes from the close values of $r$, or from an orbital factor that is small without being zero, for example because of the exponential at large $r$. Close values of $r$ don't require electrons that are close in space: they may sit on opposite sides of the nucleus. The step from $W$ to the many-electron determinant is the Taylor expansion from the start of our exchange, and it holds for positions close to a common point. If your basis mixes several values of $\zeta$, the exponential is no longer a common factor and this formula doesn't apply. Nor does it see angular parts: two orbitals with the same radial function but different angular momentum are different orbitals, even though their radial Wronskian is zero.

```lean
#print axioms MonomialWronskian.wronskian_monomial
-- 'MonomialWronskian.wronskian_monomial' depends on axioms: [propext, Classical.choice, Quot.sound]
#print axioms MonomialWronskian.wronskian_monomial_ne_zero_iff
-- 'MonomialWronskian.wronskian_monomial_ne_zero_iff' depends on axioms: [propext, Classical.choice, Quot.sound]
#print axioms MonomialWronskian.wronskian_slaterType
-- 'MonomialWronskian.wronskian_slaterType' depends on axioms: [propext, Classical.choice, Quot.sound]
```
